# The lowest Rayleigh quotient on the span of two orthonormal vectors, and its strict drop under coupling

When I add a direction $t$ to my current Davidson vector $x$ and the lowest Ritz value does not move, I can't tell whether $t$ was a poor direction or whether I assembled the projected problem wrongly. I would like a sharp statement of what should have happened.

Here is what I believe. Let $A$ be real symmetric, let $x$ and $t$ be orthonormal, and set $\theta=\langle x,Ax\rangle$, $\eta=\langle t,At\rangle$ and $g=\langle t,Ax\rangle$. Then the minimum Rayleigh quotient over $\mathrm{span}(x,t)$ is

$$\frac{\theta+\eta}{2}-\sqrt{\frac{(\theta-\eta)^2}{4}+g^2},$$

and it is strictly below $\theta$ whenever $g\neq 0$. Can this be made rigorous and machine-checked, including the claim that the value is a minimum over all vectors in the span?

## Yes, and the secular equation gives both the minimum and the drop

The claim holds for a symmetric operator on any complex inner product space, with $|g|^2$ in place of $g^2$. Your stalled step also gets an exact criterion: in exact arithmetic, the value stays at $\theta$ precisely when $g=0$ and $\eta\ge\theta$.

### The two-level problem

Write $L$ for the claimed minimum and $S=\sqrt{(\theta-\eta)^2/4+|g|^2}$, so that $L=(\theta+\eta)/2-S$. Define the two gaps

$$p=\theta-L=S+\frac{\theta-\eta}{2},\qquad q=\eta-L=S-\frac{\theta-\eta}{2}.$$

Since $S\ge|\theta-\eta|/2$, both gaps are nonnegative. Their product is the secular equation:

$$pq=S^2-\frac{(\theta-\eta)^2}{4}=|g|^2.$$

Now take any vector $v=ax+bt$ in the span, with complex $a$ and $b$. Symmetry gives $\langle x,At\rangle=\langle Ax,t\rangle=\bar g$, so the two cross terms in $\langle v,Av\rangle$ are complex conjugates of each other. With the inner product conjugate-linear in its first argument,

$$\langle v,Av\rangle=|a|^2\theta+|b|^2\eta+2\,\mathrm{Re}(\bar b\,a\,g),\qquad \|v\|^2=|a|^2+|b|^2.$$

**Lower bound.** Subtract $L\|v\|^2$ and use $\mathrm{Re}(\bar b\,a\,g)\ge-|a||b||g|$:

$$\langle v,Av\rangle-L\|v\|^2\ \ge\ p|a|^2+q|b|^2-2|a||b||g|.$$

Because $|g|=\sqrt{pq}$, the right side equals $(\sqrt p\,|a|-\sqrt q\,|b|)^2\ge 0$. Dividing by $\|v\|^2$ shows that no nonzero vector in the span has a Rayleigh quotient below $L$.

**Attainment.** Choose $a=\bar g$ and $b=L-\theta=-p$. The energy is $|g|^2\theta+p^2\eta-2p|g|^2$ and the squared norm is $|g|^2+p^2$, so

$$\langle v,Av\rangle-L\|v\|^2=p|g|^2+p^2q-2p|g|^2=p\,(pq-|g|^2)=0.$$

If $p\ne0$, this vector is nonzero and its quotient is $L$. The normalised minimiser is then

$$\frac{\bar g\,x-(\theta-L)\,t}{\sqrt{|g|^2+(\theta-L)^2}}.$$

If $p=0$, the secular equation forces $g=0$ and the formula for $v$ gives the zero vector. In that case $L=\theta$, and $x$ itself attains the minimum.

**Strict drop.** If $g\neq0$, then $pq>0$, so $p\ne0$. Since $p\ge 0$, this means $L<\theta$. If $\eta<\theta$, then $L\le\eta<\theta$ even without coupling. Conversely, suppose $g=0$ and $\eta\ge\theta$. If $L$ were below $\theta$, both gaps would be positive while their product vanished, which is impossible.

**Size of the drop.** Suppose $\theta<\eta$. Since $L\le\theta$, we have $\eta-\theta\le q$, hence $p(\eta-\theta)\le pq=|g|^2$ and

$$\theta-\frac{|g|^2}{\eta-\theta}\le L.$$

The second-order estimate $|g|^2/(\eta-\theta)$ of the lowering therefore never understates the true lowering $\theta-L$. If this estimate is already smaller than the floating-point resolution at $\theta$, an unchanged printed value is no sign of a bug.

**Link to the residual.** Let $r=Ax-\theta x$. Since $t$ is orthogonal to $x$, $\langle t,r\rangle=\langle t,Ax\rangle=g$. The coupling is exactly the overlap of the new direction with the residual.

### The Lean file

```lean
import Mathlib

open ComplexConjugate

namespace DavidsonTwoDimensionalRitz

noncomputable section

variable {E : Type*} [NormedAddCommGroup E] [InnerProductSpace ℂ E]

/-- The real part of the expectation value `⟨v, A v⟩`. -/
def expect (A : E →ₗ[ℂ] E) (v : E) : ℝ := (inner ℂ v (A v)).re

/-- The real part of the Rayleigh quotient of `A` at a nonzero vector `v`. -/
def rayleigh (A : E →ₗ[ℂ] E) (v : E) : ℝ := expect A v / ‖v‖ ^ 2

/-- The lower level of a two-level problem with diagonal energies `θ`, `η` and
coupling strength `γ`. -/
def lowerRitz (θ η γ : ℝ) : ℝ := (θ + η) / 2 - √((θ - η) ^ 2 / 4 + γ ^ 2)

/-- The lower level lies at or below both diagonal energies. -/
theorem lowerRitz_le (θ η γ : ℝ) : lowerRitz θ η γ ≤ θ ∧ lowerRitz θ η γ ≤ η := by
  have h : |(θ - η) / 2| ≤ √((θ - η) ^ 2 / 4 + γ ^ 2) :=
    Real.abs_le_sqrt (by nlinarith [sq_nonneg γ])
  have h' := abs_le.mp h
  unfold lowerRitz
  constructor <;> linarith [h'.1, h'.2]

/-- The lower level solves the secular equation of the two-level problem. -/
theorem secular_equation (θ η γ : ℝ) :
    (θ - lowerRitz θ η γ) * (η - lowerRitz θ η γ) = γ ^ 2 := by
  have hs : √((θ - η) ^ 2 / 4 + γ ^ 2) ^ 2 = (θ - η) ^ 2 / 4 + γ ^ 2 :=
    Real.sq_sqrt (by positivity)
  unfold lowerRitz
  linear_combination hs

/-- The lower level is strictly below `θ` exactly when the coupling is nonzero or
the other diagonal energy is already below `θ`. -/
theorem lowerRitz_lt_iff (θ η γ : ℝ) : lowerRitz θ η γ < θ ↔ γ ≠ 0 ∨ η < θ := by
  have hS := secular_equation θ η γ
  obtain ⟨h1, h2⟩ := lowerRitz_le θ η γ
  constructor
  · intro h
    by_contra hc
    rw [not_or, not_not, not_lt] at hc
    have hpos := mul_pos (sub_pos.mpr h) (sub_pos.mpr (lt_of_lt_of_le h hc.2))
    rw [hS, hc.1] at hpos
    norm_num at hpos
  · rintro (hγ | hη)
    · refine lt_of_le_of_ne h1 fun he => hγ ?_
      rw [he, sub_self, zero_mul] at hS
      exact pow_eq_zero_iff two_ne_zero |>.mp hS.symm
    · exact lt_of_le_of_lt h2 hη

/-- If `θ` is the lower diagonal energy, the second-order estimate
`θ - γ² / (η - θ)` is a lower bound to the lower level. -/
theorem second_order_le_lowerRitz {θ η : ℝ} (γ : ℝ) (h : θ < η) :
    θ - γ ^ 2 / (η - θ) ≤ lowerRitz θ η γ := by
  have hS := secular_equation θ η γ
  have h1 := (lowerRitz_le θ η γ).1
  have hd : θ - lowerRitz θ η γ ≤ γ ^ 2 / (η - θ) := by
    rw [le_div_iff₀ (sub_pos.mpr h), ← hS]
    exact mul_le_mul_of_nonneg_left (by linarith) (by linarith)
  linarith

/-- For symmetric `A`, the energy of `a x + b t` is the sum of the energies of `x` and `t` weighted
by `|a|²` and `|b|²`, plus the interference term `2 Re (conj b * a * ⟨t, A x⟩)`. -/
theorem expect_superposition {A : E →ₗ[ℂ] E} (hA : A.IsSymmetric) (x t : E) (a b : ℂ) :
    expect A (a • x + b • t) = ‖a‖ ^ 2 * expect A x + ‖b‖ ^ 2 * expect A t
      + 2 * (conj b * a * inner ℂ t (A x)).re := by
  have h : inner ℂ x (A t) = conj (inner ℂ t (A x)) := by
    rw [inner_conj_symm]
    exact (hA x t).symm
  simp only [expect, map_add, map_smul, inner_add_left, inner_add_right, inner_smul_left,
    inner_smul_right, h, Complex.sq_norm, Complex.normSq_apply, Complex.add_re, Complex.add_im,
    Complex.mul_re, Complex.mul_im, Complex.conj_re, Complex.conj_im]
  ring

/-- For orthonormal `x` and `t`, the squared norm of a superposition is the sum of
the squared moduli of its amplitudes. -/
theorem norm_sq_superposition {x t : E} (hx : ‖x‖ = 1) (ht : ‖t‖ = 1)
    (hxt : inner ℂ t x = 0) (a b : ℂ) :
    ‖a • x + b • t‖ ^ 2 = ‖a‖ ^ 2 + ‖b‖ ^ 2 := by
  have hid : ∀ v : E, expect LinearMap.id v = ‖v‖ ^ 2 := fun v =>
    inner_self_eq_norm_sq (𝕜 := ℂ) v
  -- the squared norm is the energy of the identity operator
  have h := expect_superposition (A := (LinearMap.id : E →ₗ[ℂ] E)) (fun _ _ => rfl) x t a b
  rw [hid, hid, hid, LinearMap.id_apply, hxt, hx, ht] at h
  rw [h, mul_zero, Complex.zero_re]
  ring

/-- For `t` orthogonal to `x`, the coupling `⟨t, A x⟩` is the overlap of `t` with the
residual `A x - θ x`, where `θ` is the energy of `x`. -/
theorem coupling_eq_residual_overlap (A : E →ₗ[ℂ] E) {x t : E} (hxt : inner ℂ t x = 0) :
    inner ℂ t (A x - (expect A x : ℂ) • x) = inner ℂ t (A x) := by
  rw [inner_sub_right, inner_smul_right, hxt, mul_zero, sub_zero]

/-- For symmetric `A` and orthonormal `x` and `t`, the vector `conj g x + (L - θ) t` has energy `L`
times its squared norm. Here `g = ⟨t, A x⟩`, `θ` is the energy of `x`, and `L` is the lower level
for the energies of `x` and `t` and coupling strength `|g|`. -/
theorem expect_ritzVector {A : E →ₗ[ℂ] E} (hA : A.IsSymmetric) {x t : E}
    (hx : ‖x‖ = 1) (ht : ‖t‖ = 1) (hxt : inner ℂ t x = 0) {L : ℝ}
    (hL : L = lowerRitz (expect A x) (expect A t) ‖inner ℂ t (A x)‖) :
    expect A (conj (inner ℂ t (A x)) • x + ((L - expect A x : ℝ) : ℂ) • t)
      = L * ‖conj (inner ℂ t (A x)) • x + ((L - expect A x : ℝ) : ℂ) • t‖ ^ 2 := by
  have hS := secular_equation (expect A x) (expect A t) ‖inner ℂ t (A x)‖
  rw [← hL] at hS
  have hre : ∀ (r : ℝ) (g : ℂ), (conj (r : ℂ) * conj g * g).re = r * ‖g‖ ^ 2 := by
    intro r g
    simp only [Complex.conj_ofReal, Complex.mul_re, Complex.mul_im, Complex.ofReal_re,
      Complex.ofReal_im, Complex.conj_re, Complex.conj_im, Complex.sq_norm,
      Complex.normSq_apply]
    ring
  rw [expect_superposition hA, norm_sq_superposition hx ht hxt, hre, RCLike.norm_conj,
    Complex.norm_real, Real.norm_eq_abs, sq_abs]
  linear_combination (expect A x - L) * hS

/-- Let `A` be symmetric, `x` and `t` orthonormal, `θ = ⟨x, A x⟩`, `η = ⟨t, A t⟩` and `g = ⟨t, A
x⟩`. The minimum Rayleigh quotient over the span of `x` and `t` is `(θ + η)/2 - √((θ - η)²/4 +
|g|²)`, and it is strictly below `θ` when `g` is nonzero. -/
theorem isLeast_rayleigh_span {A : E →ₗ[ℂ] E} (hA : A.IsSymmetric) {x t : E}
    (hx : ‖x‖ = 1) (ht : ‖t‖ = 1) (hxt : inner ℂ t x = 0) :
    IsLeast {ρ : ℝ | ∃ v ∈ Submodule.span ℂ {x, t}, v ≠ 0 ∧ rayleigh A v = ρ}
        (lowerRitz (expect A x) (expect A t) ‖inner ℂ t (A x)‖)
      ∧ (inner ℂ t (A x) ≠ 0 →
        lowerRitz (expect A x) (expect A t) ‖inner ℂ t (A x)‖ < expect A x) := by
  refine ⟨?_, fun hg => (lowerRitz_lt_iff _ _ _).mpr (Or.inl (norm_ne_zero_iff.mpr hg))⟩
  have hS := secular_equation (expect A x) (expect A t) ‖inner ℂ t (A x)‖
  obtain ⟨h1, h2⟩ := lowerRitz_le (expect A x) (expect A t) ‖inner ℂ t (A x)‖
  have hV := expect_ritzVector hA hx ht hxt rfl
  generalize lowerRitz (expect A x) (expect A t) ‖inner ℂ t (A x)‖ = L at hS h1 h2 hV ⊢
  constructor
  · by_cases hd : L = expect A x
    · -- no lowering: `x` itself is a minimiser
      refine ⟨x, Submodule.subset_span (by simp), ?_, ?_⟩
      · exact norm_ne_zero_iff.mp (by rw [hx]; exact one_ne_zero)
      · rw [rayleigh, hx, hd, one_pow, div_one]
    · -- otherwise the Ritz vector is nonzero and attains the value
      have hn := norm_sq_superposition hx ht hxt (conj (inner ℂ t (A x)))
        ((L - expect A x : ℝ) : ℂ)
      rw [Complex.norm_real, Real.norm_eq_abs, sq_abs] at hn
      have hpos : 0 < (L - expect A x) ^ 2 := sq_pos_of_ne_zero (sub_ne_zero.mpr hd)
      have hne : ‖conj (inner ℂ t (A x)) • x + ((L - expect A x : ℝ) : ℂ) • t‖ ^ 2 ≠ 0 := by
        rw [hn]
        positivity
      refine ⟨conj (inner ℂ t (A x)) • x + ((L - expect A x : ℝ) : ℂ) • t,
        Submodule.mem_span_pair.mpr
          ⟨conj (inner ℂ t (A x)), ((L - expect A x : ℝ) : ℂ), rfl⟩, ?_, ?_⟩
      · exact fun h0 => hne (by rw [h0, norm_zero]; norm_num)
      · rw [rayleigh, hV, mul_div_assoc, div_self hne, mul_one]
  · rintro ρ ⟨v, hv, hv0, rfl⟩
    obtain ⟨a, b, rfl⟩ := Submodule.mem_span_pair.mp hv
    rw [rayleigh, le_div_iff₀ (pow_pos (norm_pos_iff.mpr hv0) 2),
      norm_sq_superposition hx ht hxt, expect_superposition hA]
    -- half the interference term is at least minus the product of the moduli
    have hre := (abs_le.mp (Complex.abs_re_le_norm (conj b * a * inner ℂ t (A x)))).1
    rw [norm_mul, norm_mul, RCLike.norm_conj] at hre
    -- the shifted quadratic form is nonnegative by the secular equation
    have hp : 0 ≤ expect A x - L := sub_nonneg.mpr h1
    have hq : 0 ≤ expect A t - L := sub_nonneg.mpr h2
    have hsq : (2 * (‖b‖ * ‖a‖ * ‖inner ℂ t (A x)‖)) ^ 2
        ≤ ((expect A x - L) * ‖a‖ ^ 2 + (expect A t - L) * ‖b‖ ^ 2) ^ 2 := by
      have he : (2 * (‖b‖ * ‖a‖ * ‖inner ℂ t (A x)‖)) ^ 2
          = 4 * ((expect A x - L) * (expect A t - L)) * ‖a‖ ^ 2 * ‖b‖ ^ 2 := by
        rw [hS]
        ring
      rw [he]
      linarith [sq_nonneg ((expect A x - L) * ‖a‖ ^ 2 - (expect A t - L) * ‖b‖ ^ 2)]
    have hb := (le_abs_self _).trans (abs_le_of_sq_le_sq hsq (by positivity))
    linarith

end

end DavidsonTwoDimensionalRitz
```

```lean
#print axioms DavidsonTwoDimensionalRitz.second_order_le_lowerRitz
#print axioms DavidsonTwoDimensionalRitz.coupling_eq_residual_overlap
#print axioms DavidsonTwoDimensionalRitz.isLeast_rayleigh_span
```

```
'DavidsonTwoDimensionalRitz.second_order_le_lowerRitz' depends on axioms: [propext, Classical.choice, Quot.sound]
'DavidsonTwoDimensionalRitz.coupling_eq_residual_overlap' depends on axioms: [propext, Classical.choice, Quot.sound]
'DavidsonTwoDimensionalRitz.isLeast_rayleigh_span' depends on axioms: [propext, Classical.choice, Quot.sound]
```

### How the statement reads in physical terms

The type `E` is a complex inner product space. It need not be finite-dimensional or complete, though the hypotheses on $x$ and $t$ require at least two dimensions. The operator `A : E →ₗ[ℂ] E` is linear and defined on all of `E`, and `A.IsSymmetric` says $\langle Au,v\rangle=\langle u,Av\rangle$ for all $u,v$. A Hermitian matrix acting on $\mathbb C^n$ fits this description. An unbounded Hamiltonian whose domain is smaller than the space in which its values lie does not fit it directly.

`expect A v` is the real part of $\langle v,Av\rangle$; for symmetric $A$ the imaginary part is zero anyway. It is not normalised, and `rayleigh A v` divides it by $\|v\|^2$. Thus $\theta$ is `expect A x`, $\eta$ is `expect A t`, and $g$ is `inner ℂ t (A x)`. The function `lowerRitz` takes a real coupling strength as its third argument, and the main theorem supplies $|g|$ there.

Orthonormality is given by `hx`, `ht` and `hxt`: two unit norms and one vanishing inner product. The main theorem, `isLeast_rayleigh_span`, then has two parts:

- `IsLeast` says that the formula's value belongs to the set of Rayleigh quotients of nonzero vectors in the span, and that it is a lower bound for that set. It is therefore a minimum that some vector attains. The condition `v ≠ 0` matters because Lean evaluates division by zero as zero, which would put a spurious quotient into the set.
- If $g\ne0$, that value is strictly less than $\theta$.

Your real symmetric case uses the same matrix acting on complex vectors. The span in the theorem then allows complex coefficients, but for real $A$, $x$ and $t$ the number $g$ is real and the minimiser above has real coefficients, so restricting to real combinations leaves the minimum unchanged.

For the lowest eigenvalue of an electronic-structure matrix, such as a configuration-interaction Hamiltonian, the result describes one Davidson expansion step from a single retained vector, in exact arithmetic. It does not describe how a preconditioner selects $t$, and a strict decrease at every step would not by itself establish convergence to the lowest eigenvalue.

### How the proof follows the derivation

`lowerRitz_le` proves $p\ge0$ and $q\ge0$ from the bound $|(\theta-\eta)/2|\le S$. `secular_equation` proves $pq=\gamma^2$, where $\gamma$ is the coupling strength: it squares the square root, and `linear_combination` checks the remaining algebra. These two lemmas carry most of what follows.

`lowerRitz_lt_iff` is the exact criterion for a drop, with the two directions argued as above. `second_order_le_lowerRitz` multiplies the inequality $\eta-\theta\le\eta-L$ by the nonnegative gap $\theta-L$ and then uses the secular equation.

`expect_superposition` expands the energy of $ax+bt$. It first obtains $\langle x,At\rangle=\bar g$ from symmetry, then splits everything into real and imaginary parts and lets `ring` compare the two sides. `norm_sq_superposition` applies this same formula to the identity operator, whose energy at $v$ is $\|v\|^2$, so the norm needs no separate expansion. `coupling_eq_residual_overlap` is the residual identity; it uses only the orthogonality of $t$ and $x$, not the symmetry of $A$.

`expect_ritzVector` is the attainment calculation. After the energy and norm have been expanded, its last line multiplies the secular equation by $\theta-L$, which is the factor $p$ in $p(pq-|g|^2)=0$. The lemma is stated as energy equals $L$ times squared norm, so it remains true when the vector is zero.

The main theorem gets strictness from `lowerRitz_lt_iff`. For the minimum, `generalize` replaces the explicit formula by a plain real number $L$, known only through the secular equation, the two inequalities and the attainment identity. The square root plays no further part.

Membership in the set is split by `by_cases` on whether $L=\theta$. If so, $x$ is the witness. If not, the squared norm $|g|^2+(L-\theta)^2$ is positive, so the Ritz vector is nonzero and the division is legitimate.

For the lower bound, `Submodule.mem_span_pair` writes an arbitrary vector of the span as $ax+bt$, and `le_div_iff₀` clears the positive denominator. The interference term $2\,\mathrm{Re}(\bar b\,a\,g)$ is bounded below by $-2|a||b||g|$. Where the derivation above completes a square with $\sqrt p$ and $\sqrt q$, the Lean proof compares squares:

$$\bigl(2|a||b||g|\bigr)^2=4pq|a|^2|b|^2\le\bigl(p|a|^2+q|b|^2\bigr)^2.$$

The difference of the two sides is $(p|a|^2-q|b|^2)^2$, which appears in the code as the `sq_nonneg` term. Since $p|a|^2+q|b|^2$ is nonnegative, `abs_le_of_sq_le_sq` removes the squares, and `linarith` combines the result with the bound on the interference term.
